# Intensity of constant-weight Raman pathways with negligible phonon energy rises with the Pauli-blocking edge up to the laser energy

A Raman code that adds the intensities of individual electronic transitions, instead of their complex amplitudes, predicts that Pauli blocking can only weaken the signal. Interference can reverse this: when the blocked pathways were cancelling the others, removing them makes the line stronger. For resonant pathways of constant weight, with the phonon energy neglected, the effect has a simple closed form.

## The amplitude left above a blocking edge

Let x be the laser energy, E the transition energy, g > 0 the broadening from the finite lifetime of the electronic intermediate states, and a the energy up to which transitions are blocked. Then

A(a) = ∫_{E>a} dE / (x − E + ig)² = 1/(a − x − ig)

|A(a)|² = 1/((a − x)² + g²)

The amplitude tends to 0 as a → −∞. The intensity |A|² increases strictly for a ≤ x and has its only maximum at a = x, where it is 1 + x²/g² times its value at a = 0.

## Blocking and cutoffs in a resonance Raman sum

A resonance Raman calculation sums over bands and k-points, with one energy denominator for the incoming photon and one for the outgoing photon. If the phonon energy is neglected and the electronic intermediate states before and after the phonon emission have the same energy and broadening, the two merge into the square above. In doped graphene with symmetric bands at zero temperature, a is twice the distance of the Fermi level from the Dirac point. A code that keeps the interference drops the transitions up to a, adds the remaining complex terms and squares the modulus at the end.

Take x = 2 and g = 1 in a common energy unit:

A(0) = 1/(−2 − i) = (−2 + i)/5, |A(0)|² = 1/5

A(2) = 1/(−i) = i, |A(2)|² = 1

The ratio is 5 = 1 + 2²/1². An upper cutoff also disturbs the cancellation. Stopping the a = 0 integral at E = 4 gives

(−2 + i)/5 − (2 + i)/5 = −4/5

with intensity 0.64 instead of 0.2.

## Integrating the squared resonance

Since g > 0, the denominator has nonzero imaginary part and never vanishes. The chain rule gives

d/dE [1/(x − E + ig)] = 1/(x − E + ig)²

The integrand is absolutely integrable, because

1/((E − x)² + g²) ≤ (1 + 1/g²) / (1 + (E − x)²)

The antiderivative vanishes as E → ±∞, since its modulus is at most 1/|x − E|. Hence

A(a) = 0 − 1/(x − a + ig) = 1/(a − x − ig)

The same bound gives A(a) → 0 as a → −∞, and over the whole energy axis the integral is 0 − 0 = 0.

Taking the squared modulus gives the Lorentzian. For a < b ≤ x,

(a − x)² − (b − x)² = (b − a)(2x − a − b) > 0

so the denominator shrinks as the edge rises. It is smallest, g², only at a = x. At a = 0 it is x² + g², and the ratio is 1 + x²/g².

## The Lean file

```lean
import Mathlib

open MeasureTheory Filter Topology Set
open Complex (I)

namespace RamanPathwayInterference

noncomputable section

/-- Contribution of the transition at energy `E` to the Raman amplitude, with unit weight, laser
energy `x` and broadening `g`; the domain is `g ≠ 0` or `E ≠ x`. -/
def pathway (x g E : ℝ) : ℂ := 1 / ((x : ℂ) - E + g * I) ^ 2

/-- Raman amplitude when Pauli blocking removes all pathways with energy up to `a`: the coherent
sum of the pathways with `E > a`, for broadening `g > 0`. -/
def amplitude (x g a : ℝ) : ℂ := ∫ E in Ioi a, pathway x g E

/-- For positive broadening the resonance denominator does not vanish at any real energy. -/
theorem denominator_ne_zero {g : ℝ} (hg : 0 < g) (x E : ℝ) :
    (x : ℂ) - E + g * I ≠ 0 := by
  intro h
  have h' := congrArg Complex.im h
  simp at h'
  linarith

/-- For positive broadening, each pathway is the energy derivative of the simple resonance
`1 / (x - E + i g)`. -/
theorem hasDerivAt_resonance {g : ℝ} (hg : 0 < g) (x E : ℝ) :
    HasDerivAt (fun E : ℝ => 1 / ((x : ℂ) - E + g * I)) (pathway x g E) E := by
  have h0 : HasDerivAt (fun E : ℝ => (E : ℂ)) 1 E := by
    simpa using (hasDerivAt_id E).ofReal_comp
  have h : HasDerivAt (fun E : ℝ => (x : ℂ) - E + g * I) (-1) E :=
    (h0.const_sub (x : ℂ)).add_const _
  refine ((hasDerivAt_const E (1 : ℂ)).fun_div h
    (denominator_ne_zero hg x E)).congr_deriv ?_
  simp [pathway]

/-- The simple resonance `1 / (x - E + i g)` dies out far above and far below the laser energy. -/
theorem resonance_tendsto_zero (x g : ℝ) :
    Tendsto (fun E : ℝ => 1 / ((x : ℂ) - E + g * I)) atTop (𝓝 0) ∧
    Tendsto (fun E : ℝ => 1 / ((x : ℂ) - E + g * I)) atBot (𝓝 0) := by
  -- a large detuning makes the denominator large
  have key : ∀ l : Filter ℝ, Tendsto (fun E : ℝ => |x - E|) l atTop →
      Tendsto (fun E : ℝ => 1 / ((x : ℂ) - E + g * I)) l (𝓝 0) := by
    intro l h
    rw [tendsto_zero_iff_norm_tendsto_zero]
    have h2 : Tendsto (fun E : ℝ => ‖(x : ℂ) - E + g * I‖) l atTop :=
      tendsto_atTop_mono (fun E => by
        have := Complex.abs_re_le_norm ((x : ℂ) - E + g * I)
        simpa using this) h
    exact (tendsto_inv_atTop_zero.comp h2).congr (fun E => by simp)
  constructor
  · apply key
    refine tendsto_atTop_mono (fun E => ?_)
      (tendsto_atTop_add_const_right atTop (-x) tendsto_id)
    have := neg_le_abs (x - E)
    simp only [id]
    linarith
  · apply key
    refine tendsto_atTop_mono (fun E => ?_)
      (tendsto_atTop_add_const_left atBot x tendsto_neg_atBot_atTop)
    have := le_abs_self (x - E)
    linarith

/-- For positive broadening the pathways are absolutely integrable over all energies. -/
theorem integrable_pathway {g : ℝ} (hg : 0 < g) (x : ℝ) : Integrable (pathway x g) := by
  have hc : Continuous (pathway x g) := by
    show Continuous (fun E : ℝ => 1 / ((x : ℂ) - E + g * I) ^ 2)
    exact continuous_const.div (by fun_prop)
      (fun E => pow_ne_zero 2 (denominator_ne_zero hg x E))
  -- comparison with a Lorentzian of unit width
  have hb := (integrable_inv_one_add_sq.comp_sub_right x).const_mul (1 + 1 / g ^ 2)
  refine hb.mono' hc.aestronglyMeasurable (ae_of_all _ fun E => ?_)
  show _ ≤ (1 + 1 / g ^ 2) * (1 + (E - x) ^ 2)⁻¹
  have hd : ‖(x : ℂ) - E + g * I‖ ^ 2 = (E - x) ^ 2 + g ^ 2 := by
    rw [Complex.sq_norm, Complex.normSq_apply]
    simp
    ring
  rw [pathway, norm_div, norm_pow, hd, norm_one, ← div_eq_mul_inv,
    div_le_div_iff₀ (by positivity) (by positivity)]
  have h1 : 1 / g ^ 2 * g ^ 2 = 1 := one_div_mul_cancel (by positivity)
  have h2 : 0 ≤ 1 / g ^ 2 * (E - x) ^ 2 := by positivity
  nlinarith [sq_nonneg g]

/-- For positive broadening, the Raman amplitude with all pathways up to `a` blocked is
`1 / (a - x - i g)`. -/
theorem amplitude_eq {g : ℝ} (hg : 0 < g) (x a : ℝ) :
    amplitude x g a = 1 / ((a : ℂ) - x - g * I) := by
  have h : ∫ E in Ioi a, pathway x g E = 0 - 1 / ((x : ℂ) - a + g * I) :=
    integral_Ioi_of_hasDerivAt_of_tendsto' (fun E _ => hasDerivAt_resonance hg x E)
      (integrable_pathway hg x).integrableOn (resonance_tendsto_zero x g).1
  rw [amplitude, h, show (a : ℂ) - x - g * I = -((x : ℂ) - a + g * I) by ring,
    div_neg, zero_sub]

/-- For positive broadening, the pathways integrated over the whole real energy axis, negative
energies included, cancel exactly. -/
theorem integral_pathway_eq_zero {g : ℝ} (hg : 0 < g) (x : ℝ) :
    ∫ E, pathway x g E = 0 := by
  have h : ∫ E, pathway x g E = (0 : ℂ) - 0 :=
    integral_of_hasDerivAt_of_tendsto (fun E => hasDerivAt_resonance hg x E)
      (integrable_pathway hg x) (resonance_tendsto_zero x g).2 (resonance_tendsto_zero x g).1
  rw [h, sub_zero]

/-- For positive broadening, the amplitude tends to zero as the blocking edge `a` is moved to
minus infinity. -/
theorem amplitude_tendsto_zero {g : ℝ} (hg : 0 < g) (x : ℝ) :
    Tendsto (amplitude x g) atBot (𝓝 0) := by
  have h := (resonance_tendsto_zero x g).2.neg
  rw [neg_zero] at h
  refine h.congr (fun a => ?_)
  rw [amplitude_eq hg, show (a : ℂ) - x - g * I = -((x : ℂ) - a + g * I) by ring, div_neg]

/-- For positive broadening, the Raman intensity is a Lorentzian in the blocking edge `a`,
centred at the laser energy `x`. -/
theorem intensity_eq {g : ℝ} (hg : 0 < g) (x a : ℝ) :
    ‖amplitude x g a‖ ^ 2 = 1 / ((a - x) ^ 2 + g ^ 2) := by
  have h : ‖(a : ℂ) - x - g * I‖ ^ 2 = (a - x) ^ 2 + g ^ 2 := by
    rw [Complex.sq_norm, Complex.normSq_apply]
    simp
    ring
  rw [amplitude_eq hg, norm_div, norm_one, div_pow, one_pow, h]

/-- For positive broadening, blocking more pathways strictly increases the Raman intensity as long
as the blocking edge does not exceed the laser energy. -/
theorem intensity_strictMonoOn {g : ℝ} (hg : 0 < g) (x : ℝ) :
    StrictMonoOn (fun a => ‖amplitude x g a‖ ^ 2) (Iic x) := by
  intro a _ b hb hab
  have hb' : b ≤ x := hb
  simp only [intensity_eq hg]
  apply one_div_lt_one_div_of_lt (by positivity)
  have h1 : 0 < b - a := by linarith
  have h2 : 0 < 2 * x - a - b := by linarith
  nlinarith [mul_pos h1 h2]

/-- For positive broadening, the intensity has its unique maximum when the blocking edge meets the
laser energy `x`, and there it is `1 + x² / g²` times the intensity for blocking edge zero. -/
theorem intensity_peak {g : ℝ} (hg : 0 < g) (x : ℝ) :
    (∀ a, a ≠ x → ‖amplitude x g a‖ ^ 2 < ‖amplitude x g x‖ ^ 2) ∧
    ‖amplitude x g x‖ ^ 2 = (1 + x ^ 2 / g ^ 2) * ‖amplitude x g 0‖ ^ 2 := by
  have e : (x - x) ^ 2 + g ^ 2 = g ^ 2 := by ring
  constructor
  · intro a ha
    rw [intensity_eq hg, intensity_eq hg, e]
    apply one_div_lt_one_div_of_lt (by positivity)
    have h1 : a - x ≠ 0 := sub_ne_zero.2 ha
    have h2 : 0 < (a - x) ^ 2 := by positivity
    linarith
  · have hg2 : g ^ 2 ≠ 0 := by positivity
    have hs : x ^ 2 + g ^ 2 ≠ 0 := by positivity
    have e0 : (0 - x) ^ 2 + g ^ 2 = x ^ 2 + g ^ 2 := by ring
    -- put the enhancement factor over a common denominator
    have hf : 1 + x ^ 2 / g ^ 2 = (x ^ 2 + g ^ 2) / g ^ 2 := by
      rw [add_div, div_self hg2, add_comm]
    rw [intensity_eq hg, intensity_eq hg, e, e0, hf, div_mul_div_comm, mul_one,
      mul_comm (g ^ 2), ← div_div, div_self hs]

end

end RamanPathwayInterference
```

```lean
#print axioms RamanPathwayInterference.integral_pathway_eq_zero
#print axioms RamanPathwayInterference.amplitude_tendsto_zero
#print axioms RamanPathwayInterference.intensity_strictMonoOn
#print axioms RamanPathwayInterference.intensity_peak
```

```
'RamanPathwayInterference.integral_pathway_eq_zero' depends on axioms: [propext, Classical.choice, Quot.sound]
'RamanPathwayInterference.amplitude_tendsto_zero' depends on axioms: [propext, Classical.choice, Quot.sound]
'RamanPathwayInterference.intensity_strictMonoOn' depends on axioms: [propext, Classical.choice, Quot.sound]
'RamanPathwayInterference.intensity_peak' depends on axioms: [propext, Classical.choice, Quot.sound]
```

## From the Lean definitions to a real spectrum

`pathway x g E` is one transition's complex contribution, and `amplitude x g a` is its integral over `Ioi a`, the energies above a. The intensity is written `‖amplitude x g a‖ ^ 2`, without physical prefactors. The letters x and g stand for what is often written E_L and γ. All energies are real numbers of either sign; only `0 < g` is assumed. At x = 0 the enhancement factor is 1.

`denominator_ne_zero` compares imaginary parts, and `hasDerivAt_resonance` is the derivative above. `resonance_tendsto_zero` supplies both limits, and `integrable_pathway` the Lorentzian comparison. Lean assigns 0 to a non-integrable integral, so this comparison is what gives the zero in `integral_pathway_eq_zero` its meaning as a cancellation. That theorem and `amplitude_eq` apply the fundamental theorem of calculus on the line and the half-line.

`amplitude_tendsto_zero` and `intensity_eq` follow from the closed form. In `intensity_strictMonoOn`, `nlinarith` receives the positive product (b − a)(2x − a − b); `intensity_peak` compares denominators and simplifies the ratio.

The step left to physics is the reduction of a material's Raman sum to `pathway`: constant weight, equal denominators, a sharp edge and the neglect of the non-resonant time orderings of the photon and phonon events. Far from resonance those neglected terms can be as large as the one kept, so they can change the enhancement over a = 0. Energy-dependent matrix elements or densities of states can shift the maximum and spoil the cancellation. The complete cancellation also uses negative E, whereas physical transition energies start at zero or at the gap. The theorems concern the exact integral up to infinite energy, so they do not bound the error of a finite grid. The tail lost to an upper cutoff c is A(c), which `amplitude_eq` gives.
